# The fourth-order trace of a symmetric, zero-diagonal coupling splits into two-, three- and four-body sums

Let $M$ be a real symmetric matrix with zero diagonal, indexed by a finite set of monomers. Then

$$\operatorname{tr}M^4=\sum_{i,j}{}^{'}M_{ij}^4+2\sum_{i,j,k}{}^{'}M_{ij}^2M_{jk}^2+\sum_{i,j,k,l}{}^{'}M_{ij}M_{jk}M_{kl}M_{li},$$

where a prime restricts the sum to ordered tuples of pairwise distinct monomers. Fourth order thus mixes two-, three- and four-body terms.

## Coupled oscillators and the trace

Take identical one-dimensional oscillators of frequency $\omega$, one per monomer, with bilinear coupling. In mass-weighted coordinates the force-constant matrix is $\omega^2(I+M)$, with $M$ dimensionless. It is symmetric because it comes from a potential energy, and its diagonal is zero because each monomer's own restoring force is already in $\omega^2I$.

The zero-point energy is $\tfrac{\hbar\omega}{2}\operatorname{tr}(I+M)^{1/2}$. If all eigenvalues of $M$ lie strictly between $-1$ and $1$, it can be expanded in powers of $M$, and the fourth-order term is $-\tfrac{5\hbar\omega}{256}\operatorname{tr}M^4$. In this harmonic model with one scalar displacement per monomer, the identity shows which groups of monomers contribute to the dispersion energy at that order. The energy expansion is background here; the theorems concern the trace.

## Sorting the closed walks

Writing out the matrix products gives

$$\operatorname{tr}M^4=\sum_{i,j,k,l}M_{ij}M_{jk}M_{kl}M_{li},$$

a sum over closed walks $i\to j\to k\to l\to i$. The zero diagonal removes every walk in which two consecutive monomers coincide. The only coincidences left are $k=i$ and $l=j$, which gives four classes:

- If $k=i$ and $l=j$, symmetry turns the product into $M_{ij}^4$.
- If $k=i$ and $l\ne j$, it is $M_{ij}^2M_{il}^2$, with three distinct monomers and $i$ in the middle.
- If $k\ne i$ and $l=j$, it is $M_{ij}^2M_{jk}^2$, with $j$ in the middle.
- If $k\ne i$ and $l\ne j$, all four monomers are distinct and the product is a ring.

Renaming indices shows that the second and third classes have the same sum, hence the factor 2.

## Increments from fragments

Write $F$ for the fourth-order trace of a fragment, computed from the rows and columns of $M$ that belong to it. For its symmetric submatrix $A$,

$$\operatorname{tr}A^4=\sum_{i,j}\big((A^2)_{ij}\big)^2.$$

**Pair.** Here $A^2$ is diagonal with both entries $M_{ab}^2$, so $F(ab)=2M_{ab}^4$.

**Trimer.** Put $x=M_{ab}$, $y=M_{bc}$, $z=M_{ac}$. The diagonal entries of $A^2$ are $x^2+z^2$, $x^2+y^2$ and $y^2+z^2$; the off-diagonal ones are $yz$, $xz$ and $xy$, each occurring twice. Adding the squares gives

$$F(abc)=2(x^4+y^4+z^4)+4(x^2y^2+y^2z^2+x^2z^2)=2(x^2+y^2+z^2)^2.$$

Single monomers have zero trace, so subtracting the three pairs leaves the three-body increment $4(x^2y^2+y^2z^2+x^2z^2)$.

**Tetramer.** Typical entries are $(A^2)_{aa}=M_{ab}^2+M_{ac}^2+M_{ad}^2$ and $(A^2)_{ab}=M_{ac}M_{cb}+M_{ad}M_{db}$. In the sum of squares:

- Each $M_{ab}^4$ has coefficient 2. The two trimers containing the pair remove 4, and the pair itself restores 2.
- Each product of two squared couplings that share a monomer has coefficient 4: 2 from a diagonal entry and 2 from off-diagonal entries. The one trimer containing it removes 4.
- Each ring arises from the cross terms of its two opposite pairs of monomers, with coefficient 4 from each, so 8 in all. No smaller fragment contains it.

Inclusion–exclusion therefore leaves eight times the sum over the three four-membered rings.

## The statements in Lean

In `trace_pow_four`, `n` is any finite index type, `M : Matrix n n ℝ` is the coupling, `hs` is its symmetry and `hd` its zero diagonal. The definitions `twoBody`, `threeBody` and `fourBody` are the three primed sums, with distinctness enforced by `if`. They run over ordered tuples, and the factor 2 stands outside `threeBody`. With fewer than four monomers, `fourBody` is zero.

For fragments, `f : Fin m → ι` lists the chosen monomers, and `fragmentTrace` takes the trace of the fourth power of the corresponding submatrix. The whole system `ι` may be infinite, since each fragment is finite. The fragment identities hold even for repeated labels, but they describe physical fragments only when the labels are distinct.

Three-dimensional dipoles need a $3\times3$ block for each pair of monomers. The trace identity still applies if the indices label Cartesian components, but distinct indices may then belong to one monomer, so its three sums no longer count bodies.

## The complete file

```lean
import Mathlib

open Finset

namespace FourthOrderDispersion

noncomputable section

section Decomposition

variable {n : Type*} [DecidableEq n]

/-- The fourth power `M_ij ^ 4` of the coupling of two distinct monomers; zero if they coincide. -/
def pairTerm (M : Matrix n n ℝ) (i j : n) : ℝ :=
  if i ≠ j then M i j ^ 4 else 0

/-- The product `M_ij ^ 2 * M_jk ^ 2` for three distinct monomers with `j` in the middle;
zero if any two coincide. -/
def tripleTerm (M : Matrix n n ℝ) (i j k : n) : ℝ :=
  if i ≠ j ∧ j ≠ k ∧ i ≠ k then M i j ^ 2 * M j k ^ 2 else 0

/-- The ring `M_ij M_jk M_kl M_li` through four distinct monomers; zero if any two coincide. -/
def ringTerm (M : Matrix n n ℝ) (i j k l : n) : ℝ :=
  if i ≠ j ∧ i ≠ k ∧ i ≠ l ∧ j ≠ k ∧ j ≠ l ∧ k ≠ l then
    M i j * M j k * M k l * M l i else 0

/-- For a symmetric coupling with zero diagonal, the product along a closed four-step walk is the
sum of a pair term (present if `k = i` and `l = j`), a triple term centred on `i` (present if
`k = i`), a triple term centred on `j` (present if `l = j`) and a ring term. Each of these terms is
zero unless its monomers are distinct. -/
theorem closed_walk (M : Matrix n n ℝ) (hs : ∀ i j, M i j = M j i)
    (hd : ∀ i, M i i = 0) (i j k l : n) :
    M i j * M j k * M k l * M l i =
      (if l = j then (if k = i then pairTerm M i j else 0) else 0)
      + (if k = i then tripleTerm M j i l else 0)
      + (if l = j then tripleTerm M i j k else 0)
      + ringTerm M i j k l := by
  by_cases hki : k = i
  · rw [hki]
    by_cases hlj : l = j
    · -- the walk i → j → i → j → i
      rw [hlj, hs j i]
      by_cases hij : i = j
      · simp [pairTerm, tripleTerm, ringTerm, hij, hd]
      · simp [pairTerm, tripleTerm, ringTerm, hij]
        ring
    · -- the walk i → j → i → l → i
      rw [hs l i, hs i j]
      by_cases hji : j = i
      · simp [pairTerm, tripleTerm, ringTerm, hji, hd]
      by_cases hil : i = l
      · simp [tripleTerm, ringTerm, hil, hlj, hd]
      · simp [tripleTerm, ringTerm, hji, hil, hlj, Ne.symm hlj]
        ring
  · by_cases hlj : l = j
    · -- the walk i → j → k → j → i
      rw [hlj, hs k j, hs j i]
      by_cases hij : i = j
      · simp [pairTerm, tripleTerm, ringTerm, hij, hd]
      by_cases hjk : j = k
      · simp [tripleTerm, ringTerm, hjk, hki, hd]
      · simp [tripleTerm, ringTerm, hij, hjk, hki, Ne.symm hki]
        ring
    · -- no backtracking: only a genuine ring survives
      simp only [hki, hlj, if_false, zero_add]
      by_cases hij : i = j
      · simp [ringTerm, hij, hd]
      by_cases hjk : j = k
      · simp [ringTerm, hjk, hd]
      by_cases hkl : k = l
      · simp [ringTerm, hkl, hd]
      by_cases hil : i = l
      · simp [ringTerm, hil, hd]
      · simp [ringTerm, hij, hjk, hkl, hil, Ne.symm hki, Ne.symm hlj]

variable [Fintype n]

/-- The two-body part: the sum of `M_ij ^ 4` over ordered pairs of distinct monomers. -/
def twoBody (M : Matrix n n ℝ) : ℝ := ∑ i, ∑ j, pairTerm M i j

/-- The three-body sum of `M_ij ^ 2 * M_jk ^ 2` over ordered triples of distinct monomers. -/
def threeBody (M : Matrix n n ℝ) : ℝ := ∑ i, ∑ j, ∑ k, tripleTerm M i j k

/-- The four-body part: the sum of `M_ij M_jk M_kl M_li` over ordered quadruples of
distinct monomers. -/
def fourBody (M : Matrix n n ℝ) : ℝ := ∑ i, ∑ j, ∑ k, ∑ l, ringTerm M i j k l

/-- The trace of the fourth power of a coupling matrix is the sum over closed
four-step walks. -/
theorem trace_eq_sum_walks (M : Matrix n n ℝ) :
    (M ^ 4).trace = ∑ i, ∑ j, ∑ k, ∑ l, M i j * M j k * M k l * M l i := by
  have h : M ^ 4 = M * (M * (M * M)) := by noncomm_ring
  rw [h]
  simp only [Matrix.trace, Matrix.diag_apply, Matrix.mul_apply, Finset.mul_sum, mul_assoc]

/-- For a real symmetric coupling with zero diagonal, the fourth-order trace is the two-body
part plus twice the three-body sum plus the four-body part. -/
theorem trace_pow_four (M : Matrix n n ℝ) (hs : ∀ i j, M i j = M j i)
    (hd : ∀ i, M i i = 0) :
    (M ^ 4).trace = twoBody M + 2 * threeBody M + fourBody M := by
  have h1 : ∑ i, ∑ j, ∑ k, ∑ l,
      (if l = j then (if k = i then pairTerm M i j else 0) else 0) = twoBody M := by
    simp [twoBody]
  -- walks that return to i halfway
  have h2 : ∑ i, ∑ j, ∑ k, ∑ l, (if k = i then tripleTerm M j i l else 0)
      = threeBody M := by
    calc _ = ∑ i, ∑ j, ∑ l, tripleTerm M j i l := by
          refine Finset.sum_congr rfl fun i _ => Finset.sum_congr rfl fun j _ => ?_
          rw [Finset.sum_comm]
          simp
      _ = threeBody M := by
          unfold threeBody
          exact Finset.sum_comm
  -- walks that pass through j twice
  have h3 : ∑ i, ∑ j, ∑ k, ∑ l, (if l = j then tripleTerm M i j k else 0)
      = threeBody M := by
    simp [threeBody]
  rw [trace_eq_sum_walks]
  simp_rw [closed_walk M hs hd]
  simp only [Finset.sum_add_distrib]
  rw [h1, h2, h3]
  unfold fourBody
  ring

end Decomposition

section Fragments

variable {ι : Type*}

/-- The fourth-order trace of the fragment made of the monomers listed by `f`, with all
other monomers removed. -/
def fragmentTrace {m : ℕ} (M : Matrix ι ι ℝ) (f : Fin m → ι) : ℝ :=
  ((M.submatrix f f) ^ 4).trace

/-- For a symmetric coupling, the fourth-order trace is the sum of the squared entries of
the squared coupling matrix. -/
theorem trace_eq_sum_sq {m : ℕ} (A : Matrix (Fin m) (Fin m) ℝ)
    (hs : ∀ i j, A i j = A j i) :
    (A ^ 4).trace = ∑ i, ∑ j, (∑ k, A i k * A k j) ^ 2 := by
  have h : A ^ 4 = (A * A) * (A * A) := by noncomm_ring
  rw [h, Matrix.trace]
  simp only [Matrix.diag_apply]
  refine Finset.sum_congr rfl fun i _ => ?_
  rw [Matrix.mul_apply]
  refine Finset.sum_congr rfl fun j _ => ?_
  have hji : (A * A) j i = (A * A) i j := by
    simp only [Matrix.mul_apply]
    refine Finset.sum_congr rfl fun k _ => ?_
    rw [hs j k, hs k i]
    ring
  rw [hji, Matrix.mul_apply, sq]

/-- For a symmetric coupling with zero diagonal, an isolated pair has fourth-order trace
`2 M_ab ^ 4`. -/
theorem fragment_pair (M : Matrix ι ι ℝ) (hs : ∀ i j, M i j = M j i)
    (hd : ∀ i, M i i = 0) (a b : ι) :
    fragmentTrace M ![a, b] = 2 * M a b ^ 4 := by
  unfold fragmentTrace
  rw [trace_eq_sum_sq (M.submatrix ![a, b] ![a, b])
    (fun i j => hs (![a, b] i) (![a, b] j))]
  simp only [Fin.sum_univ_two, Matrix.submatrix_apply, Matrix.cons_val, hd, hs b a]
  ring

/-- For a symmetric coupling with zero diagonal, the fourth-order trace of a trimer is twice
the square of the sum of its squared couplings. -/
theorem fragment_triple (M : Matrix ι ι ℝ) (hs : ∀ i j, M i j = M j i)
    (hd : ∀ i, M i i = 0) (a b c : ι) :
    fragmentTrace M ![a, b, c] = 2 * (M a b ^ 2 + M b c ^ 2 + M a c ^ 2) ^ 2 := by
  unfold fragmentTrace
  rw [trace_eq_sum_sq (M.submatrix ![a, b, c] ![a, b, c])
    (fun i j => hs (![a, b, c] i) (![a, b, c] j))]
  simp only [Fin.sum_univ_three, Matrix.submatrix_apply, Matrix.cons_val, hd,
    hs b a, hs c a, hs c b]
  ring

/-- For a symmetric coupling with zero diagonal, subtracting the three pairs from a trimer
leaves four times the sum of products of two different squared couplings. -/
theorem three_body_increment (M : Matrix ι ι ℝ) (hs : ∀ i j, M i j = M j i)
    (hd : ∀ i, M i i = 0) (a b c : ι) :
    fragmentTrace M ![a, b, c] - fragmentTrace M ![a, b] - fragmentTrace M ![b, c]
        - fragmentTrace M ![a, c] =
      4 * (M a b ^ 2 * M b c ^ 2 + M b c ^ 2 * M a c ^ 2 + M a b ^ 2 * M a c ^ 2) := by
  simp only [fragment_triple M hs hd, fragment_pair M hs hd]
  ring

/-- For a symmetric coupling with zero diagonal, removing all trimer and pair contributions
from a tetramer by inclusion–exclusion leaves eight times the sum over its three
four-membered rings. -/
theorem four_body_increment (M : Matrix ι ι ℝ) (hs : ∀ i j, M i j = M j i)
    (hd : ∀ i, M i i = 0) (a b c d : ι) :
    fragmentTrace M ![a, b, c, d]
        - (fragmentTrace M ![a, b, c] + fragmentTrace M ![a, b, d]
          + fragmentTrace M ![a, c, d] + fragmentTrace M ![b, c, d])
        + (fragmentTrace M ![a, b] + fragmentTrace M ![a, c] + fragmentTrace M ![a, d]
          + fragmentTrace M ![b, c] + fragmentTrace M ![b, d] + fragmentTrace M ![c, d]) =
      8 * (M a b * M b c * M c d * M d a + M a b * M b d * M d c * M c a
        + M a c * M c b * M b d * M d a) := by
  simp only [fragment_triple M hs hd, fragment_pair M hs hd]
  unfold fragmentTrace
  rw [trace_eq_sum_sq (M.submatrix ![a, b, c, d] ![a, b, c, d])
    (fun i j => hs (![a, b, c, d] i) (![a, b, c, d] j))]
  simp only [Fin.sum_univ_four, Matrix.submatrix_apply, Matrix.cons_val, hd,
    hs b a, hs c a, hs d a, hs c b, hs d b, hs d c]
  ring

end Fragments

end

end FourthOrderDispersion
```

```lean
#print axioms FourthOrderDispersion.trace_pow_four
#print axioms FourthOrderDispersion.three_body_increment
#print axioms FourthOrderDispersion.four_body_increment
```

```
'FourthOrderDispersion.trace_pow_four' depends on axioms: [propext, Classical.choice, Quot.sound]
'FourthOrderDispersion.three_body_increment' depends on axioms: [propext, Classical.choice, Quot.sound]
'FourthOrderDispersion.four_body_increment' depends on axioms: [propext, Classical.choice, Quot.sound]
```

## From single walks to the full sum

The classification is carried out by `closed_walk` for one fixed walk. Its right-hand side adds a pair term, two triple terms and a ring term, whose conditions ensure that no contribution is counted twice. The proof splits on `k = i` and `l = j`, as above, and then on coincidences of neighbours, where `hd` makes the product vanish. In the backtracking cases `hs` aligns the factors and `ring` collects the powers.

The expansion into walks is `trace_eq_sum_walks`. In `trace_pow_four`, the facts `h1`, `h2` and `h3` sum the three backtracking classes. The renaming of indices appears in `h2`, where `Finset.sum_comm` exchanges the order of summation.

## From squared entries to increments

The sum-of-squares formula is `trace_eq_sum_sq`, which uses the symmetry of $A^2$. The lemmas `fragment_pair` and `fragment_triple` write out its finite sums, insert the zero diagonal and choose one orientation for each coupling; `ring` then does the polynomial algebra.

These closed forms are substituted in `three_body_increment`. The last theorem, `four_body_increment`, also expands the tetramer, and its final `ring` performs the cancellations counted above.
